# Jacobi convergence and truncation error for two coupled core and valence amplitudes

A core-excited state lies at an energy where many valence excitations are also possible. When response equations are solved at such an energy, some valence denominators can become small, and an iteration that behaves well for valence spectra may stop converging. Core-valence separation removes the troublesome amplitudes, usually at the price of an error in those that remain. Both effects can be studied with one core amplitude t₁ and one valence amplitude t₂:

d₁t₁ + w t₂ = −v₁

w t₁ + d₂t₂ = −v₂

Here d₁ and d₂ are the denominators, w is the coupling, and v₁ and v₂ are the driving terms. For this linear two-amplitude model, the results say when Jacobi iteration works and what dropping t₂ costs.

## The equations and one update

```lean
import Mathlib

open Filter Topology

namespace CoreValenceJacobi

noncomputable section

variable {𝕜 : Type*} [RCLike 𝕜]
```

The file loads the library Mathlib and lets `𝕜` stand for either the real or the complex numbers, which is what `RCLike` expresses. Complex values allow damped denominators, whose imaginary part represents the damping.

```lean
/-- The coupled equations for a core amplitude `p.1` and a valence amplitude `p.2`. -/
def IsSolution (d₁ d₂ w v₁ v₂ : 𝕜) (p : 𝕜 × 𝕜) : Prop :=
  d₁ * p.1 + w * p.2 = -v₁ ∧ w * p.1 + d₂ * p.2 = -v₂
```

A pair `p` holds both amplitudes: `p.1` is t₁ and `p.2` is t₂. `IsSolution` says that both equations hold, with `∧` read as "and". The same w appears in both equations, without conjugation, so for a w with nonzero imaginary part the coupling matrix is symmetric and not Hermitian. All five coefficients are fixed numbers, independent of the amplitudes, so the equations are linear.

```lean
/-- The closed-form amplitudes obtained by eliminating one unknown. -/
def exactAmplitudes (d₁ d₂ w v₁ v₂ : 𝕜) : 𝕜 × 𝕜 :=
  ((w * v₂ - d₂ * v₁) / (d₁ * d₂ - w ^ 2), (w * v₁ - d₁ * v₂) / (d₁ * d₂ - w ^ 2))
```

This is the candidate solution

t₁ = (w v₂ − d₂v₁)/(d₁d₂ − w²)

t₂ = (w v₁ − d₁v₂)/(d₁d₂ − w²)

```lean
/-- One Jacobi update: each amplitude is recomputed from the previous value of the other. -/
def jacobiStep (d₁ d₂ w v₁ v₂ : 𝕜) (p : 𝕜 × 𝕜) : 𝕜 × 𝕜 :=
  ((-v₁ - w * p.2) / d₁, (-v₂ - w * p.1) / d₂)
```

A Jacobi step solves each equation for its own diagonal amplitude and uses the old value of the other:

t₁′ = (−v₁ − w t₂)/d₁

t₂′ = (−v₂ − w t₁)/d₂

```lean
/-- The sum of the two component errors, weighted by the square roots of the absolute values of the
denominators. -/
def weightedError (d₁ d₂ : 𝕜) (p q : 𝕜 × 𝕜) : ℝ :=
  √‖d₁‖ * ‖p.1 - q.1‖ + √‖d₂‖ * ‖p.2 - q.2‖
```

For two pairs that differ by e₁ and e₂ in their components, this defines the distance

N = √|d₁| |e₁| + √|d₂| |e₂|

The double bars in Lean are the absolute value when applied to a number.

```lean
/-- The absolute value of the core-valence coupling divided by the geometric mean of the absolute
values of the denominators. -/
def couplingRatio (d₁ d₂ w : 𝕜) : ℝ := ‖w‖ / √‖d₁ * d₂‖
```

The coupling ratio is

κ = |w|/√|d₁d₂|

It compares the size of the coupling with the geometric mean of the absolute values of the denominators.

## Solutions and fixed points

```lean
variable {d₁ d₂ w v₁ v₂ : 𝕜}

/-- For a nonsingular system the closed-form amplitudes are the one and only solution. -/
theorem isSolution_iff (hD : d₁ * d₂ ≠ w ^ 2) (p : 𝕜 × 𝕜) :
    IsSolution d₁ d₂ w v₁ v₂ p ↔ p = exactAmplitudes d₁ d₂ w v₁ v₂ := by
  have hD' : d₁ * d₂ - w ^ 2 ≠ 0 := sub_ne_zero.2 hD
  constructor
  · rintro ⟨h1, h2⟩
    refine Prod.ext ?_ ?_
    · simp only [exactAmplitudes]
      rw [eq_div_iff hD']
      linear_combination d₂ * h1 - w * h2
    · simp only [exactAmplitudes]
      rw [eq_div_iff hD']
      linear_combination d₁ * h2 - w * h1
  · rintro rfl
    constructor
    · simp only [exactAmplitudes]
      rw [← mul_div_assoc, ← mul_div_assoc, ← add_div, div_eq_iff hD']
      ring
    · simp only [exactAmplitudes]
      rw [← mul_div_assoc, ← mul_div_assoc, ← add_div, div_eq_iff hD']
      ring
```

If d₁d₂ ≠ w², a pair solves the equations if and only if it is the closed form above. By hand, multiply the first equation by d₂, the second by w, and subtract:

(d₁d₂ − w²)t₁ = w v₂ − d₂v₁

Subtracting w times the first equation from d₁ times the second gives t₂ in the same way. These multipliers appear in the `linear_combination` lines, where Lean checks that the goal is that combination of the hypotheses. The second half of the proof substitutes the closed form back into the equations.

```lean
/-- For nonzero denominators, the amplitudes left unchanged by a Jacobi update are exactly the
solutions. -/
theorem jacobiStep_eq_self_iff (h₁ : d₁ ≠ 0) (h₂ : d₂ ≠ 0) (p : 𝕜 × 𝕜) :
    jacobiStep d₁ d₂ w v₁ v₂ p = p ↔ IsSolution d₁ d₂ w v₁ v₂ p := by
  simp only [jacobiStep, IsSolution, Prod.ext_iff]
  rw [div_eq_iff h₁, div_eq_iff h₂]
  constructor
  · rintro ⟨a, b⟩
    exact ⟨by linear_combination -a, by linear_combination -b⟩
  · rintro ⟨a, b⟩
    exact ⟨by linear_combination -a, by linear_combination -b⟩
```

For nonzero denominators, a Jacobi step leaves a pair unchanged exactly when the pair is a solution. Setting t₁′ = t₁ and multiplying by d₁ gives −v₁ − w t₂ = d₁t₁, which is the first equation rearranged; the second works likewise.

## The error changes by the same factor at every step

```lean
/-- For nonzero denominators, the weighted error relative to a solution after `n` Jacobi updates is
the initial one times the `n`-th power of the coupling ratio. -/
theorem weightedError_iterate (h₁ : d₁ ≠ 0) (h₂ : d₂ ≠ 0) {q : 𝕜 × 𝕜}
    (hq : IsSolution d₁ d₂ w v₁ v₂ q) (p : 𝕜 × 𝕜) (n : ℕ) :
    weightedError d₁ d₂ ((jacobiStep d₁ d₂ w v₁ v₂)^[n] p) q =
      couplingRatio d₁ d₂ w ^ n * weightedError d₁ d₂ p q := by
  -- a single update exchanges the two errors and rescales their weighted sum
  have step : ∀ x : 𝕜 × 𝕜, weightedError d₁ d₂ (jacobiStep d₁ d₂ w v₁ v₂ x) q =
      couplingRatio d₁ d₂ w * weightedError d₁ d₂ x q := by
    intro x
    have e1 : (-v₁ - w * x.2) / d₁ - q.1 = -(w * (x.2 - q.2)) / d₁ := by
      rw [← hq.1]
      field_simp
      ring
    have e2 : (-v₂ - w * x.1) / d₂ - q.2 = -(w * (x.1 - q.1)) / d₂ := by
      rw [← hq.2]
      field_simp
      ring
    have key : ∀ a b W X Y : ℝ, 0 < a → 0 < b →
        a * (W * Y / (a * a)) + b * (W * X / (b * b)) = W / (a * b) * (a * X + b * Y) := by
      intro a b W X Y ha hb
      field_simp
      ring
    have h := key √‖d₁‖ √‖d₂‖ ‖w‖ ‖x.1 - q.1‖ ‖x.2 - q.2‖
      (Real.sqrt_pos.2 (norm_pos_iff.2 h₁)) (Real.sqrt_pos.2 (norm_pos_iff.2 h₂))
    rw [Real.mul_self_sqrt (norm_nonneg d₁), Real.mul_self_sqrt (norm_nonneg d₂)] at h
    have hκ : couplingRatio d₁ d₂ w = ‖w‖ / (√‖d₁‖ * √‖d₂‖) := by
      rw [couplingRatio, norm_mul, Real.sqrt_mul (norm_nonneg _)]
    rw [hκ]
    simp only [weightedError, jacobiStep]
    rw [e1, e2]
    simp only [norm_div, norm_neg, norm_mul]
    exact h
  induction n with
  | zero => simp
  | succ n ih => rw [Function.iterate_succ_apply', step, ih, pow_succ]; ring
```

The notation `^[n]` means "apply the step n times". Let q be a solution, and let e₁ and e₂ be the errors of the current pair relative to q. Subtracting the equations for q from the update gives

e₁′ = −w e₂/d₁

e₂′ = −w e₁/d₂

The errors change places. Their weighted sum becomes

N′ = |w| |e₂|/√|d₁| + |w| |e₁|/√|d₂| = κ(√|d₂| |e₂| + √|d₁| |e₁|) = κN

After n steps the error is therefore κⁿN, an equality and not merely a bound. In the proof, `e1` and `e2` are the two error relations, `key` is the algebra of the weighted sum with a = √|d₁| and b = √|d₂|, and `induction` repeats the single step.

```lean
/-- For nonzero denominators, the weighted error between two different amplitude pairs is positive.
-/
theorem weightedError_pos (h₁ : d₁ ≠ 0) (h₂ : d₂ ≠ 0) {p q : 𝕜 × 𝕜} (hpq : p ≠ q) :
    0 < weightedError d₁ d₂ p q := by
  have a := Real.sqrt_pos.2 (norm_pos_iff.2 h₁)
  have b := Real.sqrt_pos.2 (norm_pos_iff.2 h₂)
  unfold weightedError
  by_cases h : p.1 = q.1
  · have h' : p.2 ≠ q.2 := fun h' => hpq (Prod.ext h h')
    exact add_pos_of_nonneg_of_pos (mul_nonneg a.le (norm_nonneg _))
      (mul_pos b (norm_pos_iff.2 (sub_ne_zero.2 h')))
  · exact add_pos_of_pos_of_nonneg (mul_pos a (norm_pos_iff.2 (sub_ne_zero.2 h)))
      (mul_nonneg b.le (norm_nonneg _))
```

If two pairs differ, at least one component error is nonzero. Both weights are positive because the denominators are nonzero, so N > 0. The proof distinguishes whether the first components agree.

```lean
/-- For nonzero denominators, the coupling ratio is below one exactly when `|w|² < |d₁ d₂|`. -/
theorem couplingRatio_lt_one_iff (h₁ : d₁ ≠ 0) (h₂ : d₂ ≠ 0) :
    couplingRatio d₁ d₂ w < 1 ↔ ‖w‖ ^ 2 < ‖d₁ * d₂‖ := by
  rw [couplingRatio, div_lt_one (Real.sqrt_pos.2 (norm_pos_iff.2 (mul_ne_zero h₁ h₂))),
    Real.lt_sqrt (norm_nonneg _)]
```

Since √|d₁d₂| is positive for nonzero denominators and |w| is nonnegative, κ < 1 means |w| < √|d₁d₂|, and squaring gives |w|² < |d₁d₂|.

## Below, above and at the threshold

```lean
/-- For `|w|² < |d₁ d₂|` the Jacobi iterates from any start converge to the exact amplitudes. -/
theorem jacobi_converges (h₁ : d₁ ≠ 0) (h₂ : d₂ ≠ 0) (hw : ‖w‖ ^ 2 < ‖d₁ * d₂‖)
    (p : 𝕜 × 𝕜) :
    Tendsto (fun n : ℕ => (jacobiStep d₁ d₂ w v₁ v₂)^[n] p) atTop
      (𝓝 (exactAmplitudes d₁ d₂ w v₁ v₂)) := by
  have hD : d₁ * d₂ ≠ w ^ 2 := by
    intro h
    rw [h, norm_pow] at hw
    exact lt_irrefl _ hw
  set q := exactAmplitudes d₁ d₂ w v₁ v₂ with hqdef
  have hq : IsSolution d₁ d₂ w v₁ v₂ q := (isSolution_iff hD q).2 hqdef
  have a := Real.sqrt_pos.2 (norm_pos_iff.2 h₁)
  have b := Real.sqrt_pos.2 (norm_pos_iff.2 h₂)
  have h0 : 0 ≤ couplingRatio d₁ d₂ w := div_nonneg (norm_nonneg _) (Real.sqrt_nonneg _)
  have lim : ∀ c : ℝ, Tendsto
      (fun n : ℕ => couplingRatio d₁ d₂ w ^ n * weightedError d₁ d₂ p q / c) atTop (𝓝 0) := by
    intro c
    have h := ((tendsto_pow_atTop_nhds_zero_of_lt_one h0
      ((couplingRatio_lt_one_iff h₁ h₂).2 hw)).mul_const (weightedError d₁ d₂ p q)).div_const c
    simpa only [zero_mul, zero_div] using h
  -- each component error is bounded by the weighted error
  have c1 : Tendsto (fun n : ℕ => ((jacobiStep d₁ d₂ w v₁ v₂)^[n] p).1) atTop (𝓝 q.1) := by
    refine tendsto_iff_norm_sub_tendsto_zero.2
      (squeeze_zero (fun _ => norm_nonneg _) (fun n => ?_) (lim √‖d₁‖))
    rw [le_div_iff₀ a, ← weightedError_iterate h₁ h₂ hq p n, weightedError, mul_comm]
    exact le_add_of_nonneg_right (mul_nonneg b.le (norm_nonneg _))
  have c2 : Tendsto (fun n : ℕ => ((jacobiStep d₁ d₂ w v₁ v₂)^[n] p).2) atTop (𝓝 q.2) := by
    refine tendsto_iff_norm_sub_tendsto_zero.2
      (squeeze_zero (fun _ => norm_nonneg _) (fun n => ?_) (lim √‖d₂‖))
    rw [le_div_iff₀ b, ← weightedError_iterate h₁ h₂ hq p n, weightedError, mul_comm]
    exact le_add_of_nonneg_left (mul_nonneg a.le (norm_nonneg _))
  exact c1.prodMk_nhds c2
```

`Tendsto … atTop (𝓝 …)` is Lean's way of writing a limit: as n grows, the iterates approach the stated pair. Below the threshold they approach the exact amplitudes from every start. The system is automatically nonsingular, because d₁d₂ = w² would force |d₁d₂| = |w|². With N₀ the initial weighted error, each component error is controlled by the whole:

|e₁| ≤ κⁿN₀/√|d₁|

|e₂| ≤ κⁿN₀/√|d₂|

Both right-hand sides go to zero. The steps `c1` and `c2` squeeze the component errors between zero and these bounds.

```lean
/-- For nonzero denominators and `|w|² > |d₁ d₂|`, the norm of the Jacobi iterates from any
non-solution start tends to infinity. -/
theorem jacobi_diverges (h₁ : d₁ ≠ 0) (h₂ : d₂ ≠ 0) (hw : ‖d₁ * d₂‖ < ‖w‖ ^ 2)
    {p : 𝕜 × 𝕜} (hp : ¬ IsSolution d₁ d₂ w v₁ v₂ p) :
    Tendsto (fun n : ℕ => ‖(jacobiStep d₁ d₂ w v₁ v₂)^[n] p‖) atTop atTop := by
  have hD : d₁ * d₂ ≠ w ^ 2 := by
    intro h
    rw [h, norm_pow] at hw
    exact lt_irrefl _ hw
  obtain ⟨q, hq⟩ : ∃ q, IsSolution d₁ d₂ w v₁ v₂ q := ⟨_, (isSolution_iff hD _).2 rfl⟩
  have hN : 0 < weightedError d₁ d₂ p q :=
    weightedError_pos h₁ h₂ (fun h => hp (h ▸ hq))
  have a := Real.sqrt_pos.2 (norm_pos_iff.2 h₁)
  have b := Real.sqrt_pos.2 (norm_pos_iff.2 h₂)
  have hκ : 1 < couplingRatio d₁ d₂ w := by
    rw [couplingRatio, one_lt_div (Real.sqrt_pos.2 (norm_pos_iff.2 (mul_ne_zero h₁ h₂)))]
    refine lt_of_pow_lt_pow_left₀ 2 (norm_nonneg w) ?_
    rw [Real.sq_sqrt (norm_nonneg _)]
    exact hw
  have lim := tendsto_atTop_add_const_right atTop (-‖q‖)
    ((tendsto_pow_atTop_atTop_of_one_lt hκ).atTop_mul_const (div_pos hN (add_pos a b)))
  refine tendsto_atTop_mono (fun n => ?_) lim
  -- the weighted error is at most a constant times the norm of the difference
  have e := weightedError_iterate h₁ h₂ hq p n
  set x := (jacobiStep d₁ d₂ w v₁ v₂)^[n] p
  have u1 : ‖x.1 - q.1‖ ≤ ‖x - q‖ := norm_fst_le (x - q)
  have u2 : ‖x.2 - q.2‖ ≤ ‖x - q‖ := norm_snd_le (x - q)
  have u3 := norm_sub_le x q
  have m1 := mul_le_mul_of_nonneg_left (u1.trans u3) a.le
  have m2 := mul_le_mul_of_nonneg_left (u2.trans u3) b.le
  have h : couplingRatio d₁ d₂ w ^ n * (weightedError d₁ d₂ p q / (√‖d₁‖ + √‖d₂‖))
      ≤ ‖x‖ + ‖q‖ := by
    rw [← mul_div_assoc, div_le_iff₀ (add_pos a b), ← e, weightedError]
    linarith
  linarith
```

Above the threshold, the norm of the iterates tends to infinity from every start that is not a solution. The exception is needed, because a solution is a fixed point for any coupling. The norm of a pair is the larger of its two absolute values, so for the nth iterate x and the solution q,

κⁿN₀ ≤ (√|d₁| + √|d₂|) ‖x − q‖ ≤ (√|d₁| + √|d₂|)(‖x‖ + ‖q‖)

Rearranged, this reads

‖x‖ ≥ κⁿN₀/(√|d₁| + √|d₂|) − ‖q‖

Now κ > 1 and N₀ > 0, so the right-hand side grows without limit. The proof builds this lower bound as `lim` and then shows that the iterates lie above it.

```lean
/-- For nonzero denominators and a start that is not a solution, the Jacobi iterates have a limit if
and only if `|w|² < |d₁ d₂|`. -/
theorem jacobi_converges_iff (h₁ : d₁ ≠ 0) (h₂ : d₂ ≠ 0)
    {p : 𝕜 × 𝕜} (hp : ¬ IsSolution d₁ d₂ w v₁ v₂ p) :
    (∃ q, Tendsto (fun n : ℕ => (jacobiStep d₁ d₂ w v₁ v₂)^[n] p) atTop (𝓝 q)) ↔
      ‖w‖ ^ 2 < ‖d₁ * d₂‖ := by
  refine ⟨?_, fun hw => ⟨_, jacobi_converges h₁ h₂ hw p⟩⟩
  rintro ⟨q, hlim⟩
  by_contra hw
  have hκ : 1 ≤ couplingRatio d₁ d₂ w :=
    not_lt.1 (fun h => hw ((couplingRatio_lt_one_iff h₁ h₂).1 h))
  -- a limit of the iterates is a fixed point, hence a solution
  have hc : Continuous (jacobiStep d₁ d₂ w v₁ v₂) := by
    unfold jacobiStep
    fun_prop
  have hq : IsSolution d₁ d₂ w v₁ v₂ q :=
    (jacobiStep_eq_self_iff h₁ h₂ q).1 (isFixedPt_of_tendsto_iterate hlim hc.continuousAt)
  have hN : 0 < weightedError d₁ d₂ p q :=
    weightedError_pos h₁ h₂ (fun h => hp (h ▸ hq))
  have hcont : Continuous (fun x : 𝕜 × 𝕜 => weightedError d₁ d₂ x q) := by
    unfold weightedError
    fun_prop
  -- the error never drops below its initial value, yet it would have to vanish
  have hle : weightedError d₁ d₂ p q ≤ weightedError d₁ d₂ q q := by
    refine ge_of_tendsto' ((hcont.tendsto q).comp hlim) (fun n => ?_)
    simp only [Function.comp_apply]
    rw [weightedError_iterate h₁ h₂ hq p n]
    exact le_mul_of_one_le_left hN.le (one_le_pow₀ hκ)
  have hz : weightedError d₁ d₂ q q = 0 := by simp [weightedError]
  linarith
```

This theorem joins the two sides and includes equality: from a non-solution start, the iterates have some limit if and only if |w|² < |d₁d₂|. It doesn't assume d₁d₂ ≠ w², so singular systems are covered too.

One direction is the convergence theorem. For the other, suppose that a limit q exists although κ ≥ 1. The Jacobi step is continuous, so q is a fixed point and hence a solution. The start is not a solution, so its weighted error N₀ relative to q is positive, and every later error κⁿN₀ is at least as large. Convergence to q would require these errors to vanish, which is a contradiction. In Lean, `hle` carries the inequality to the limit and `hz` says that the distance from q to itself is zero.

In this model a small valence denominator spoils the iteration from any non-solution start as soon as |d₂| ≤ |w|²/|d₁|, even when the equations have a perfectly good solution.

The same error relations settle the Gauss–Seidel variant, in which the new t₁ is used at once to update t₂. One sweep then gives

e₂′ = −w e₁′/d₂ = (w²/(d₁d₂)) e₂

The size of the valence error is multiplied by κ² in each sweep. For a nonsingular system and a start with inexact t₂, the threshold is the same, and below it one sweep reduces that error as much as two Jacobi steps reduce N. This variant is derived here by hand and is not part of the file.

## What dropping the valence amplitude costs

```lean
/-- The exact core amplitude minus the amplitude `s` found with the valence amplitude dropped. -/
theorem truncation_error (h₁ : d₁ ≠ 0) (hD : d₁ * d₂ ≠ w ^ 2) {p : 𝕜 × 𝕜} {s : 𝕜}
    (hp : IsSolution d₁ d₂ w v₁ v₂ p) (hs : d₁ * s = -v₁) :
    p.1 - s = w * (v₂ * d₁ - w * v₁) / (d₁ * (d₁ * d₂ - w ^ 2)) := by
  rw [eq_div_iff (mul_ne_zero h₁ (sub_ne_zero.2 hD))]
  linear_combination d₁ * d₂ * hp.1 - d₁ * w * hp.2 - (d₁ * d₂ - w ^ 2) * hs
```

With t₂ dropped, the core equation alone gives an amplitude s with d₁s = −v₁. Subtracting s = −v₁/d₁ from the exact t₁ yields

t₁ − s = (w v₂ − d₂v₁)/(d₁d₂ − w²) + v₁/d₁

Over a common denominator the terms d₁d₂v₁ cancel:

t₁ − s = w(v₂d₁ − w v₁)/(d₁(d₁d₂ − w²))

Lean clears the denominator and obtains the result as a combination of the two exact equations and the truncated one. Only d₁ ≠ 0 and d₁d₂ ≠ w² are required. The formula therefore holds even at d₂ = 0 with w ≠ 0, where the Jacobi step is unavailable.

```lean
/-- For `d₁ ≠ 0` and a nonsingular system, dropping the valence amplitude leaves the core amplitude
exact if and only if the coupling vanishes or `v₂ d₁ = w v₁`. -/
theorem truncation_exact_iff (h₁ : d₁ ≠ 0) (hD : d₁ * d₂ ≠ w ^ 2) {p : 𝕜 × 𝕜} {s : 𝕜}
    (hp : IsSolution d₁ d₂ w v₁ v₂ p) (hs : d₁ * s = -v₁) :
    p.1 = s ↔ w = 0 ∨ v₂ * d₁ = w * v₁ := by
  rw [← sub_eq_zero (a := p.1) (b := s), truncation_error h₁ hD hp hs, div_eq_zero_iff,
    or_iff_left (mul_ne_zero h₁ (sub_ne_zero.2 hD)), mul_eq_zero, sub_eq_zero]

end

end CoreValenceJacobi
```

The truncated core amplitude is exact if and only if w = 0 or v₂d₁ = w v₁, since a fraction with nonzero denominator vanishes only with its numerator. In the first case the amplitudes are uncoupled. In the second, the pair (s, 0) already satisfies the valence equation, because w s = −w v₁/d₁ = −v₂, so the exact valence amplitude is zero.

```lean
#print axioms CoreValenceJacobi.jacobi_diverges
-- 'CoreValenceJacobi.jacobi_diverges' depends on axioms: [propext, Classical.choice, Quot.sound]
#print axioms CoreValenceJacobi.jacobi_converges_iff
-- 'CoreValenceJacobi.jacobi_converges_iff' depends on axioms: [propext, Classical.choice, Quot.sound]
#print axioms CoreValenceJacobi.truncation_error
-- 'CoreValenceJacobi.truncation_error' depends on axioms: [propext, Classical.choice, Quot.sound]
#print axioms CoreValenceJacobi.truncation_exact_iff
-- 'CoreValenceJacobi.truncation_exact_iff' depends on axioms: [propext, Classical.choice, Quot.sound]
```
